# Two uncorrelated standard Gaussian variables that violate Wick's rule at fourth order

Suppose a simulation records two coordinates \(x\) and \(y\). Each histogram is a standard Gaussian, and the measured covariance is zero. May the correlation \(E(x^2y^2)\) be factorised by Wick's rule, as for classical harmonic modes in thermal equilibrium? These data do not justify it. A jointly Gaussian distribution with zero means would guarantee the rule, but Gaussian marginals and zero covariance do not, as the pair below shows.

Let \(x\) be standard Gaussian, let \(s=\pm1\) be an independent sign with equal probabilities, and set \(y=sx\). These are classical, commuting variables, so operator ordering plays no part.

```lean
import Mathlib

open MeasureTheory

namespace GaussianMarginalsWick

noncomputable section
```

## The two variables and the pairing sum

The expectation over \(x\) uses the normalised Gaussian density:

\[
\langle f\rangle=\frac1{\sqrt{2\pi}}\int_{-\infty}^{\infty} f(x)\,e^{-x^2/2}\,dx .
\]

```lean
/-- Expectation of `f x` for a standard Gaussian variable `x`. -/
def gaussMean (f : ℝ → ℝ) : ℝ :=
  (√(2 * Real.pi))⁻¹ * ∫ x : ℝ, f x * Real.exp (-(1 / 2) * x ^ 2)
```

A quantity \(F(s,x)\) is then averaged over both signs. Using the same density for each sign, with weight \(\tfrac12\), builds in the independence of \(s\) and \(x\):

\[
E(F)=\tfrac12\bigl(\langle F(1,\cdot)\rangle+\langle F(-1,\cdot)\rangle\bigr).
\]

```lean
/-- Expectation of `F s x` for a uniform sign `s` and an independent standard Gaussian `x`. -/
def mean (F : ℝ → ℝ → ℝ) : ℝ := (gaussMean (F 1) + gaussMean (F (-1))) / 2
```

Random variables are functions of \((s,x)\). In Lean the sign argument is a real number, but `mean` evaluates it only at \(\pm1\). The first variable ignores the sign.

```lean
/-- The Gaussian variable `x`, as a function of the sign `s` and of `x`. -/
def X : ℝ → ℝ → ℝ := fun _ x => x
```

The second is \(y=sx\).

```lean
/-- The variable `y = s x`, the Gaussian variable multiplied by the random sign. -/
def Y : ℝ → ℝ → ℝ := fun s x => s * x
```

Sums, products and powers of such functions are taken pointwise, so `X ^ 2 * Y ^ 2` is \(x^2y^2\). For four variables of zero mean, Wick's rule predicts that \(E(ABCD)\) equals

\[
E(AB)E(CD)+E(AC)E(BD)+E(AD)E(BC).
\]

```lean
/-- Wick's rule for four variables: the sum over the three pairings of products of
two-point expectations. -/
def wickFour (A B C D : ℝ → ℝ → ℝ) : ℝ :=
  mean (A * B) * mean (C * D) + mean (A * C) * mean (B * D) + mean (A * D) * mean (B * C)
```

## Gaussian moments from a total derivative

The factor \(e^{-x^2/2}\) decays faster than any power grows, so \(x^n e^{-x^2/2}\) is integrable for every \(n\ge0\).

```lean
/-- Every power of `x` is integrable against the Gaussian weight. -/
lemma integrable_moment (n : ℕ) :
    Integrable (fun x : ℝ => x ^ n * Real.exp (-(1 / 2) * x ^ 2)) := by
  have hn : (0 : ℝ) ≤ n := Nat.cast_nonneg n
  have h := integrable_rpow_mul_exp_neg_mul_sq (b := 1 / 2) (by norm_num)
    (s := (n : ℝ)) (by linarith)
  simpa only [Real.rpow_natCast] using h
```

Constants come out of the integral: \(\langle cf\rangle=c\langle f\rangle\).

```lean
/-- Constants can be taken out of the Gaussian expectation. -/
lemma gaussMean_const_mul (c : ℝ) (f : ℝ → ℝ) :
    gaussMean (fun x => c * f x) = c * gaussMean f := by
  simp only [gaussMean, mul_assoc, integral_const_mul]
  ring
```

Differentiation gives

\[
\frac{d}{dx}\left(x^{n+1}e^{-x^2/2}\right)=(n+1)x^n e^{-x^2/2}-x^{n+2}e^{-x^2/2}.
\]

The function in brackets vanishes at both ends, so the right-hand side integrates to zero. Dividing by \(\sqrt{2\pi}\) yields

\[
\langle x^{n+2}\rangle=(n+1)\langle x^n\rangle .
\]

In the proof, `hd` is the derivative and `hz` the vanishing integral; the last line restores the normalisation.

```lean
/-- Gaussian moments obey the recursion `E(x^(n+2)) = (n+1) E(x^n)`. -/
theorem gaussMean_pow_add_two (n : ℕ) :
    gaussMean (fun x => x ^ (n + 2)) = (n + 1) * gaussMean (fun x => x ^ n) := by
  -- differentiate `x^(n+1)` times the Gaussian weight
  have hd : ∀ x : ℝ, HasDerivAt (fun x : ℝ => x ^ (n + 1) * Real.exp (-(1 / 2) * x ^ 2))
      (((n : ℝ) + 1) * (x ^ n * Real.exp (-(1 / 2) * x ^ 2))
        - x ^ (n + 2) * Real.exp (-(1 / 2) * x ^ 2)) x := by
    intro x
    have h1 : HasDerivAt (fun x : ℝ => -(1 / 2) * x ^ 2) (-x) x :=
      ((hasDerivAt_pow 2 x).const_mul (-(1 / 2) : ℝ)).congr_deriv (by norm_num; ring)
    refine ((hasDerivAt_pow (n + 1) x).fun_mul h1.exp).congr_deriv ?_
    simp only [Nat.add_sub_cancel, Nat.cast_add, Nat.cast_one]
    ring
  -- the integral of this total derivative vanishes
  have hz := integral_eq_zero_of_hasDerivAt_of_integrable hd
    (((integrable_moment n).const_mul _).sub (integrable_moment (n + 2)))
    (integrable_moment (n + 1))
  rw [integral_sub ((integrable_moment n).const_mul _) (integrable_moment (n + 2)),
    integral_const_mul] at hz
  simp only [gaussMean]
  linear_combination (-(√(2 * Real.pi))⁻¹) * hz
```

Since \(\int e^{-x^2/2}dx=\sqrt{2\pi}\), the recursion starts from \(\langle1\rangle=1\). Induction on \(k\) gives

\[
\langle x^{2k}\rangle=\prod_{i=0}^{k-1}(2i+1),
\]

where the empty product at \(k=0\) is 1.

```lean
/-- The even Gaussian moment `E(x^(2k))` is the product of the first `k` odd numbers. -/
theorem gaussMean_even (k : ℕ) :
    gaussMean (fun x => x ^ (2 * k)) = ∏ i ∈ Finset.range k, (2 * (i : ℝ) + 1) := by
  induction k with
  | zero =>
    have hpi : √(2 * Real.pi) ≠ 0 := Real.sqrt_ne_zero'.mpr (by positivity)
    simp only [gaussMean, mul_zero, pow_zero, one_mul, integral_gaussian,
      Finset.prod_range_zero]
    rw [show Real.pi / (1 / 2) = 2 * Real.pi by ring]
    exact inv_mul_cancel₀ hpi
  | succ k ih =>
    rw [Finset.prod_range_succ, ← ih, show 2 * (k + 1) = 2 * k + 2 by ring,
      gaussMean_pow_add_two]
    push_cast
    ring
```

For \(k=1\) this is \(\langle x^2\rangle=1\).

```lean
lemma gaussMean_two : gaussMean (fun x => x ^ 2) = 1 := by
  have h := gaussMean_even 1
  norm_num at h
  exact h
```

For \(k=2\) it is \(\langle x^4\rangle=1\cdot3=3\).

```lean
lemma gaussMean_four : gaussMean (fun x => x ^ 4) = 3 := by
  have h := gaussMean_even 2
  norm_num [Finset.prod_range_succ] at h
  exact h
```

## Both marginals are standard Gaussian

The density is even, so the substitution \(x\to-x\) gives \(\langle f(-x)\rangle=\langle f(x)\rangle\). Hence

\[
E(f(y))=\tfrac12\bigl(\langle f(x)\rangle+\langle f(-x)\rangle\bigr)=\langle f\rangle=E(f(x)).
\]

Taking \(f\) to be the indicator of an interval shows that \(x\) and \(y\) have the same probability of lying in it. The theorem puts no condition on \(f\), because Lean gives a non-integrable function the integral zero; the physical content lies in the integrable case.

```lean
/-- Both `x` and `y = s x` have standard Gaussian expectations for every function `f`. -/
theorem gaussian_marginals (f : ℝ → ℝ) :
    mean (fun s x => f (X s x)) = gaussMean f ∧
      mean (fun s x => f (Y s x)) = gaussMean f := by
  -- the Gaussian weight is even
  have h : gaussMean (fun x => f (-x)) = gaussMean f := by
    have h0 := integral_neg_eq_self
      (fun x : ℝ => f x * Real.exp (-(1 / 2) * x ^ 2)) volume
    simp only [neg_sq] at h0
    simp only [gaussMean]
    rw [h0]
  constructor
  · simp only [mean, X]
    ring
  · simp only [mean, Y, one_mul, neg_one_mul, h]
    ring
```

Equal probabilities for the two signs do not by themselves make \(y\) Gaussian. If \(s\) were the sign of \(x\) itself, it would still be \(\pm1\) with equal probabilities, but \(y=|x|\) would never be negative and so could not be Gaussian.

## Mixed moments and the failure of the pairing sum

At fixed sign, \(x^a(sx)^b=s^b x^{a+b}\). Averaging \(s^b\) over the two signs gives

\[
E(x^ay^b)=\frac{1+(-1)^b}{2}\,\langle x^{a+b}\rangle .
\]

The lemma `h` inside the proof is the Gaussian average of the fixed-sign identity, and the final lines average over the sign.

```lean
/-- A mixed moment of `x` and `y` is the Gaussian moment of the total order times the
mean of the corresponding power of the sign. -/
theorem mean_mixed (a b : ℕ) :
    mean (X ^ a * Y ^ b) = (1 + (-1) ^ b) / 2 * gaussMean (fun x => x ^ (a + b)) := by
  have h : ∀ s : ℝ, gaussMean ((X ^ a * Y ^ b) s)
      = s ^ b * gaussMean (fun x => x ^ (a + b)) := by
    intro s
    rw [← gaussMean_const_mul]
    congr 1
    funext x
    simp only [Pi.mul_apply, Pi.pow_apply, X, Y]
    ring
  rw [mean, h, h, one_pow]
  ring
```

When both exponents are even the prefactor is 1, so

\[
E(x^{2k}y^{2l})=\prod_{i=0}^{k+l-1}(2i+1).
\]

```lean
/-- The mixed moment `E(x^(2k) y^(2l))` is the product of the first `k + l` odd numbers. -/
theorem mean_mixed_even (k l : ℕ) :
    mean (X ^ (2 * k) * Y ^ (2 * l)) = ∏ i ∈ Finset.range (k + l), (2 * (i : ℝ) + 1) := by
  have hs : (-1 : ℝ) ^ (2 * l) = 1 := by rw [pow_mul]; norm_num
  rw [mean_mixed, hs, show 2 * k + 2 * l = 2 * (k + l) by ring, gaussMean_even]
  ring
```

The mixed-moment formula now supplies every number in the comparison:

\[
E(x^2)=E(y^2)=1,\qquad E(xy)=0,\qquad E(x^2y^2)=\langle x^4\rangle=3 .
\]

The pairing sum for \(x,x,y,y\) is

\[
E(x^2)E(y^2)+2E(xy)^2=1 .
\]

The theorem states four facts together: equal moments of every order, \(E(xy)=0\), the true value 3 and the Wick value 1. Both variables have zero mean because the Gaussian density is even, so the second fact says that their covariance is zero. The first follows from the marginal theorem with \(f(t)=t^n\).

```lean
/-- The variables `x` and `y` have equal moments of every order and `E(xy) = 0`, yet `E(x²y²) = 3`
while Wick's rule gives `1`. -/
theorem gaussian_marginals_not_joint_wick :
    (∀ n : ℕ, mean (Y ^ n) = mean (X ^ n)) ∧ mean (X * Y) = 0 ∧
      mean (X ^ 2 * Y ^ 2) = 3 ∧ wickFour X X Y Y = 1 := by
  have hxx : mean (X * X) = 1 := by
    rw [show X * X = X ^ 2 * Y ^ 0 by ring, mean_mixed]
    norm_num [gaussMean_two]
  have hyy : mean (Y * Y) = 1 := by
    rw [show Y * Y = X ^ 0 * Y ^ 2 by ring, mean_mixed]
    norm_num [gaussMean_two]
  have hxy : mean (X * Y) = 0 := by
    rw [show X * Y = X ^ 1 * Y ^ 1 by ring, mean_mixed]
    norm_num
  refine ⟨fun n => ?_, hxy, ?_, ?_⟩
  · have h := gaussian_marginals (fun t => t ^ n)
    exact h.2.trans h.1.symm
  · rw [mean_mixed]
    norm_num [gaussMean_four]
  · rw [wickFour, hxx, hyy, hxy]
    norm_num
```

## The defect in linear combinations

Let \(z=ax+by\) with real \(a,b\). At fixed sign \(z=(a+bs)x\), so

\[
\begin{aligned}
E(z^2)&=\tfrac12\bigl[(a+b)^2+(a-b)^2\bigr]=a^2+b^2,\\
E(z^4)&=\tfrac32\bigl[(a+b)^4+(a-b)^4\bigr]=3\left(a^4+6a^2b^2+b^4\right).
\end{aligned}
\]

For a single variable, the three pairings give \(3E(z^2)^2=3a^4+6a^2b^2+3b^4\). Subtracting,

\[
E(z^4)-3E(z^2)^2=12a^2b^2 .
\]

For \(a=b=1\), \(z\) is \(2x\) or \(0\), each with probability \(\tfrac12\). Then \(E(z^2)=\tfrac12\cdot4=2\) and \(E(z^4)=\tfrac12\cdot16\cdot3=24\), whereas the Wick value is \(3\cdot2^2=12\). The excess is 12, as the formula requires.

```lean
/-- For `z = a x + b y` the fourth moment exceeds the Wick value `3 E(z²)²` by `12 a² b²`. -/
theorem fourth_moment_combination (a b : ℝ) :
    mean ((a • X + b • Y) ^ 4)
      = 3 * mean ((a • X + b • Y) ^ 2) ^ 2 + 12 * a ^ 2 * b ^ 2 := by
  -- at fixed sign, `z` is a multiple of `x`
  have h : ∀ (n : ℕ) (s : ℝ), gaussMean (((a • X + b • Y) ^ n) s)
      = (a + b * s) ^ n * gaussMean (fun x => x ^ n) := by
    intro n s
    rw [← gaussMean_const_mul]
    congr 1
    funext x
    simp only [Pi.pow_apply, Pi.add_apply, Pi.smul_apply, smul_eq_mul, X, Y]
    rw [← mul_pow]
    ring
  rw [mean, mean, h 4 1, h 4 (-1), h 2 1, h 2 (-1), gaussMean_two, gaussMean_four]
  ring
```

The excess vanishes exactly when \(ab=0\). The fourth-order rule therefore holds for \(z\) if and only if \(a=0\) or \(b=0\). A centred Gaussian variable always obeys this rule, so \(z\) is not Gaussian when both coefficients are nonzero. In this two-variable model, the fourth moment of a linear combination reveals what the separate histograms and the covariance miss.

```lean
/-- The combination `z = a x + b y` satisfies `E(z⁴) = 3 E(z²)²` exactly when one of the
two coefficients vanishes. -/
theorem combination_wick_iff (a b : ℝ) :
    mean ((a • X + b • Y) ^ 4) = 3 * mean ((a • X + b • Y) ^ 2) ^ 2 ↔ a = 0 ∨ b = 0 := by
  rw [fourth_moment_combination]
  constructor
  · intro h
    have h0 : (a * b) ^ 2 = 0 := by linear_combination h / 12
    exact mul_eq_zero.mp (pow_eq_zero_iff two_ne_zero |>.mp h0)
  · rintro (h | h) <;> rw [h] <;> ring

end

end GaussianMarginalsWick
```

```lean
#print axioms GaussianMarginalsWick.mean_mixed_even
-- 'GaussianMarginalsWick.mean_mixed_even' depends on axioms: [propext, Classical.choice, Quot.sound]
#print axioms GaussianMarginalsWick.gaussian_marginals_not_joint_wick
-- 'GaussianMarginalsWick.gaussian_marginals_not_joint_wick' depends on axioms: [propext, Classical.choice, Quot.sound]
#print axioms GaussianMarginalsWick.combination_wick_iff
-- 'GaussianMarginalsWick.combination_wick_iff' depends on axioms: [propext, Classical.choice, Quot.sound]
```
